# The order-$1/N$ QED mass anomalous dimension has its first pole at $\alpha N/\pi = 15/2$

In QED with $N$ flavours of Dirac fermion, each of unit charge, renormalized by minimal subtraction, the fermion mass $m$ depends on the renormalization scale $\mu$ at the rate $\gamma = -\,d\ln m/d\ln\mu$, and we ask at which coupling the order-$1/N$ part of this rate first diverges. We take the known closed form of that part as a definition instead of deriving it from diagrams. With $\alpha$ the running fine-structure constant at scale $\mu$ and $x=\alpha N/(3\pi)$ held fixed as $N$ grows, it reads

$$\gamma(\alpha)=\frac{x\,g(x)}{2N},\qquad g(x)=\frac{(3-2x)\,\Gamma(4-2x)}{\Gamma(2-x)^2\,\Gamma(3-x)\,\Gamma(1+x)}.$$

The step from QED to this formula, the summation of photon lines dressed with chains of fermion bubbles, is assumed.

## From the Gamma recursion to the pole

The claim is that $\gamma$ has a finite limit at every coupling with $0\le\alpha N/\pi<15/2$, and a simple pole at $15/2$. The recursion $\Gamma(s+1)=s\,\Gamma(s)$ gives

$$\Gamma(3-x)=(2-x)\Gamma(2-x),\qquad \Gamma(6-2x)=(5-2x)(4-2x)\Gamma(4-2x).$$

Eliminating $\Gamma(2-x)$ and $\Gamma(4-2x)$ from $g$ yields

$$g(x)=\frac{R(x)}{5-2x},\qquad R(x)=\frac{(3-2x)(2-x)\,\Gamma(6-2x)}{2\,\Gamma(3-x)^3\,\Gamma(1+x)}.$$

For $-1<x<3$ every Gamma function in $R$ has a positive argument, so $R$ is continuous there. Below $5/2$ the denominator $5-2x$ does not vanish, and $g$ has finite limits. At $x=2$ the limit is $0$, because $R(2)=0$. For $-1<x<5/2$ the sign of $g$ is that of $(3-2x)(2-x)$, which is negative exactly for $3/2<x<2$.

At zero coupling, $g(0)=3\cdot 6/(1\cdot 2\cdot 1)=9$. Since $x/(2N)=\alpha/(6\pi)$, it follows that $\gamma/\alpha\to 9/(6\pi)=3/(2\pi)$, the one-loop coefficient.

At $x=5/2$ we use $\Gamma(1/2)=\sqrt\pi$ and $\Gamma(7/2)=\tfrac{15}{8}\sqrt\pi$:

$$R(5/2)=\frac{(-2)(-\tfrac12)}{2\,\pi^{3/2}\cdot\tfrac{15}{8}\sqrt\pi}=\frac{4}{15\pi^2}.$$

Because $(x-5/2)/(5-2x)=-1/2$, the product $(x-5/2)g(x)$ tends to $-2/(15\pi^2)$. The pole sits at $\alpha_*=15\pi/(2N)$, and $\alpha-\alpha_*=(3\pi/N)(x-5/2)$, so

$$(\alpha-\alpha_*)\gamma\to\frac{3\pi}{2N^2}\cdot\frac52\cdot\Bigl(-\frac{2}{15\pi^2}\Bigr)=-\frac{1}{2\pi N^2}.$$

This marks where the order-$1/N$ rate of mass running diverges; it says nothing about higher orders in $1/N$.

## The functions $g$, $R$ and $\gamma$ in Lean

```lean
import Mathlib

open Real Filter Topology Set

namespace LargeNMassAnomalousDimension

noncomputable section
```

`massFunction` is $g$, with real argument.

```lean
/-- The large-N function `g(x)` of the mass anomalous dimension, for `-1 < x < 3` with `x ≠ 2` and
`x ≠ 5/2`; at `x = 2` the formula has Gamma-function poles and is read as a limit. -/
def massFunction (x : ℝ) : ℝ :=
  (3 - 2 * x) * Real.Gamma (4 - 2 * x) /
    (Real.Gamma (2 - x) ^ 2 * Real.Gamma (3 - x) * Real.Gamma (1 + x))
```

`regularPart` is $R$.

```lean
/-- The factor of `g(x)` that stays regular for `-1 < x < 3`. -/
def regularPart (x : ℝ) : ℝ :=
  (3 - 2 * x) * (2 - x) * Real.Gamma (6 - 2 * x) /
    (2 * Real.Gamma (3 - x) ^ 3 * Real.Gamma (1 + x))
```

The flavour number is a natural number and the coupling a real number.

```lean
/-- The rescaled coupling `x = α N / (3π)` of QED with `N` flavours. -/
def scaledCoupling (N : ℕ) (α : ℝ) : ℝ := α * N / (3 * π)

/-- The mass anomalous dimension at order `1/N`, `γ(α) = x g(x) / (2N)` with `x = α N / (3π)`,
for `N > 0` and `x` in the domain of `g`. -/
def massAnomalousDimension (N : ℕ) (α : ℝ) : ℝ :=
  scaledCoupling N α * massFunction (scaledCoupling N α) / (2 * N)
```

## Factorisation and continuity

The equations `e1`, `e2` and `e3` are the recursion steps above. The exclusions $x\ne2$ and $x\ne5/2$ keep their factors nonzero, and `ring` finishes after cross-multiplication.

```lean
/-- For `-1 < x < 3` away from `2` and `5/2`, the function `g(x)` is its regular part divided
by `5 - 2x`. -/
theorem massFunction_eq {x : ℝ} (h0 : -1 < x) (h3 : x < 3) (h2 : x ≠ 2) (h5 : x ≠ 5 / 2) :
    massFunction x = regularPart x / (5 - 2 * x) := by
  have ha : 2 - x ≠ 0 := fun h => h2 (by linarith)
  have hb : 5 - 2 * x ≠ 0 := fun h => h5 (by linarith)
  have hc : 4 - 2 * x ≠ 0 := fun h => h2 (by linarith)
  have hk : Real.Gamma (1 + x) ≠ 0 := (Real.Gamma_pos_of_pos (by linarith)).ne'
  have hp : Real.Gamma (3 - x) ≠ 0 := (Real.Gamma_pos_of_pos (by linarith)).ne'
  -- the recursion moves every argument to the positive axis
  have e1 : Real.Gamma (3 - x) = (2 - x) * Real.Gamma (2 - x) := by
    rw [← Real.Gamma_add_one ha]; congr 1; ring
  have e2 : Real.Gamma (5 - 2 * x) = (4 - 2 * x) * Real.Gamma (4 - 2 * x) := by
    rw [← Real.Gamma_add_one hc]; congr 1; ring
  have e3 : Real.Gamma (6 - 2 * x) = (5 - 2 * x) * Real.Gamma (5 - 2 * x) := by
    rw [← Real.Gamma_add_one hb]; congr 1; ring
  have hg : Real.Gamma (2 - x) ≠ 0 := fun h => hp (by rw [e1, h, mul_zero])
  unfold massFunction regularPart
  rw [e3, e2, e1, div_div, div_eq_div_iff
    (mul_ne_zero (mul_ne_zero (pow_ne_zero 2 hg) (mul_ne_zero ha hg)) hk)
    (mul_ne_zero (mul_ne_zero (mul_ne_zero two_ne_zero
      (pow_ne_zero 3 (mul_ne_zero ha hg))) hk) hb)]
  ring
```

Continuity of $R$ is assembled from that of $\Gamma$ on the positive axis, with a positive denominator.

```lean
/-- The regular part is continuous at every `x` with `-1 < x < 3`. -/
theorem continuousAt_regularPart {x : ℝ} (h0 : -1 < x) (h3 : x < 3) :
    ContinuousAt regularPart x := by
  have hG : ∀ s : ℝ, 0 < s → ContinuousAt Real.Gamma s := fun s hs =>
    (Real.differentiableAt_Gamma (fun m h => by
      have : (0 : ℝ) ≤ m := Nat.cast_nonneg m
      linarith)).continuousAt
  have c1 : ContinuousAt (fun y : ℝ => Real.Gamma (6 - 2 * y)) x :=
    ContinuousAt.comp (f := fun y : ℝ => 6 - 2 * y) (hG (6 - 2 * x) (by linarith))
      (by fun_prop)
  have c2 : ContinuousAt (fun y : ℝ => Real.Gamma (3 - y)) x :=
    ContinuousAt.comp (f := fun y : ℝ => 3 - y) (hG (3 - x) (by linarith)) (by fun_prop)
  have c3 : ContinuousAt (fun y : ℝ => Real.Gamma (1 + y)) x :=
    ContinuousAt.comp (f := fun y : ℝ => 1 + y) (hG (1 + x) (by linarith)) (by fun_prop)
  have c0 : ContinuousAt (fun y : ℝ => (3 - 2 * y) * (2 - y)) x := by fun_prop
  have p2 : 0 < Real.Gamma (3 - x) := Real.Gamma_pos_of_pos (by linarith)
  have p3 : 0 < Real.Gamma (1 + x) := Real.Gamma_pos_of_pos (by linarith)
  exact (c0.mul c1).div ((continuousAt_const.mul (c2.pow 3)).mul c3)
    (mul_pos (mul_pos two_pos (pow_pos p2 3)) p3).ne'
```

The filter `𝓝[≠] a` describes points approaching $a$ from both sides without reaching it. The value Lean assigns to $g$ at $x=2$ therefore does not enter the limits. The next lemma says that the factorisation holds at all such points close enough to $a$, and the one after it converts continuity of $R$ into a limit of $g$.

```lean
lemma eventually_massFunction_eq {a : ℝ} (h0 : -1 < a) (h3 : a < 3) :
    ∀ᶠ x in 𝓝[≠] a, massFunction x = regularPart x / (5 - 2 * x) := by
  have hne : ∀ b : ℝ, ∀ᶠ x in 𝓝[≠] a, x ≠ b := fun b => by
    by_cases h : a = b
    · subst h
      exact self_mem_nhdsWithin
    · exact nhdsWithin_le_nhds (isOpen_ne.mem_nhds h)
  filter_upwards [hne 2, hne (5 / 2), nhdsWithin_le_nhds (Ioo_mem_nhds h0 h3)] with x h2 h5 hx
  exact massFunction_eq hx.1 hx.2 h2 h5

lemma tendsto_massFunction {a : ℝ} (h0 : -1 < a) (h5 : a < 5 / 2) :
    Tendsto massFunction (𝓝[≠] a) (𝓝 (regularPart a / (5 - 2 * a))) := by
  have hd : ContinuousAt (fun x : ℝ => 5 - 2 * x) a := by fun_prop
  have hc := (continuousAt_regularPart h0 (by linarith)).div hd
    (by intro h; linarith)
  refine Tendsto.congr' ?_ (hc.tendsto.mono_left nhdsWithin_le_nhds)
  filter_upwards [eventually_massFunction_eq h0 (by linarith)] with x hx
  exact hx.symm
```

## Values, sign and residue of $g$

The value at zero comes from factorials.

```lean
/-- At zero coupling `g(0) = 9`. -/
theorem massFunction_zero : massFunction 0 = 9 := by
  have h4 : Real.Gamma 4 = 6 := by
    rw [show (4 : ℝ) = ((3 : ℕ) : ℝ) + 1 by norm_num, Real.Gamma_nat_eq_factorial]
    norm_num [Nat.factorial]
  have h3 : Real.Gamma 3 = 2 := by
    rw [show (3 : ℝ) = ((2 : ℕ) : ℝ) + 1 by norm_num, Real.Gamma_nat_eq_factorial]
    norm_num [Nat.factorial]
  unfold massFunction
  rw [show (4 : ℝ) - 2 * 0 = 4 by norm_num, show (2 : ℝ) - 0 = 2 by norm_num,
    show (3 : ℝ) - 0 = 3 by norm_num, show (1 : ℝ) + 0 = 1 by norm_num,
    h4, h3, Real.Gamma_two, Real.Gamma_one]
  norm_num
```

Continuity is stated on $[0,2)\cup(2,5/2)$, and the point $x=2$ gets a separate limit.

```lean
/-- The function `g` is continuous on `[0, 2)` and on `(2, 5/2)`, and tends to `0` at `x = 2`. -/
theorem massFunction_regular :
    ContinuousOn massFunction (Ico 0 2 ∪ Ioo 2 (5 / 2)) ∧
      Tendsto massFunction (𝓝[≠] 2) (𝓝 0) := by
  constructor
  · have hS : ∀ x ∈ Ico (0 : ℝ) 2 ∪ Ioo 2 (5 / 2), -1 < x ∧ x < 5 / 2 ∧ x ≠ 2 := by
      rintro x (⟨a, b⟩ | ⟨a, b⟩)
      · exact ⟨by linarith, by linarith, b.ne⟩
      · exact ⟨by linarith, b, a.ne'⟩
    have hc : ContinuousOn (fun x => regularPart x / (5 - 2 * x))
        (Ico (0 : ℝ) 2 ∪ Ioo 2 (5 / 2)) := fun x hx => by
      obtain ⟨h0, h5, -⟩ := hS x hx
      have hd : ContinuousAt (fun x : ℝ => 5 - 2 * x) x := by fun_prop
      exact ((continuousAt_regularPart h0 (by linarith)).div hd
        (by intro h; linarith)).continuousWithinAt
    refine hc.congr fun x hx => ?_
    obtain ⟨h0, h5, h2⟩ := hS x hx
    exact massFunction_eq h0 (by linarith) h2 h5.ne
  · have h := tendsto_massFunction (a := 2) (by norm_num) (by norm_num)
    have hz : regularPart 2 = 0 := by simp [regularPart]
    rwa [hz, zero_div] at h
```

For the sign, the proof writes $g$ as a positive number `c` times the quadratic.

```lean
/-- For `-1 < x < 5/2` with `x ≠ 2`, the function `g(x)` is negative exactly when
`3/2 < x < 2`. -/
theorem massFunction_neg_iff {x : ℝ} (h0 : -1 < x) (h5 : x < 5 / 2) (h2 : x ≠ 2) :
    massFunction x < 0 ↔ 3 / 2 < x ∧ x < 2 := by
  have p1 : 0 < Real.Gamma (6 - 2 * x) := Real.Gamma_pos_of_pos (by linarith)
  have p2 : 0 < Real.Gamma (3 - x) := Real.Gamma_pos_of_pos (by linarith)
  have p3 : 0 < Real.Gamma (1 + x) := Real.Gamma_pos_of_pos (by linarith)
  have p4 : 0 < 5 - 2 * x := by linarith
  -- a positive factor times a quadratic polynomial
  obtain ⟨c, hc, hg⟩ : ∃ c : ℝ, 0 < c ∧ massFunction x = c * ((3 - 2 * x) * (2 - x)) :=
    ⟨Real.Gamma (6 - 2 * x) / (2 * Real.Gamma (3 - x) ^ 3 * Real.Gamma (1 + x)) / (5 - 2 * x),
      div_pos (div_pos p1 (mul_pos (mul_pos two_pos (pow_pos p2 3)) p3)) p4, by
        rw [massFunction_eq h0 (by linarith) h2 h5.ne, regularPart]; ring⟩
  rw [hg]
  constructor
  · intro h
    have hq : (3 - 2 * x) * (2 - x) < 0 := by
      by_contra hh
      have := mul_nonneg hc.le (not_lt.mp hh)
      linarith
    constructor <;> nlinarith
  · rintro ⟨ha, hb⟩
    exact mul_neg_of_pos_of_neg hc (by nlinarith)
```

The simple pole is expressed as a finite, nonzero limit of $(x-5/2)g(x)$. Here `g1`, `g2` and `g3` climb from $\Gamma(1/2)$ to $\Gamma(7/2)$, and `hv` is the value of $R(5/2)$.

```lean
/-- At `x = 5/2` the function `g` has a simple pole: `(x - 5/2) g(x)` tends to `-2/(15π²)`. -/
theorem massFunction_residue :
    Tendsto (fun x => (x - 5 / 2) * massFunction x) (𝓝[≠] (5 / 2))
      (𝓝 (-2 / (15 * π ^ 2))) := by
  have g1 := Real.Gamma_add_one (s := 1 / 2) (by norm_num)
  have g2 := Real.Gamma_add_one (s := 3 / 2) (by norm_num)
  have g3 := Real.Gamma_add_one (s := 5 / 2) (by norm_num)
  rw [show (1 / 2 : ℝ) + 1 = 3 / 2 by norm_num, Real.Gamma_one_half_eq] at g1
  rw [show (3 / 2 : ℝ) + 1 = 5 / 2 by norm_num, g1] at g2
  rw [show (5 / 2 : ℝ) + 1 = 7 / 2 by norm_num, g2] at g3
  have hden : 2 * √π ^ 3 * (5 / 2 * (3 / 2 * (1 / 2 * √π))) = 15 / 4 * π ^ 2 := by
    calc _ = 15 / 4 * (√π ^ 2) ^ 2 := by ring
      _ = _ := by rw [Real.sq_sqrt pi_pos.le]
  have hv : regularPart (5 / 2) = 4 / (15 * π ^ 2) := by
    unfold regularPart
    rw [show (6 : ℝ) - 2 * (5 / 2) = 1 by norm_num, show (3 : ℝ) - 5 / 2 = 1 / 2 by norm_num,
      show (1 : ℝ) + 5 / 2 = 7 / 2 by norm_num, g3, Real.Gamma_one, Real.Gamma_one_half_eq,
      hden, div_eq_div_iff (by positivity) (by positivity)]
    ring
  have h := ((continuousAt_regularPart (x := 5 / 2) (by norm_num)
    (by norm_num)).tendsto.mono_left (nhdsWithin_le_nhds (s := {5 / 2}ᶜ))).mul_const (-1 / 2)
  rw [hv, show 4 / (15 * π ^ 2) * (-1 / 2) = -2 / (15 * π ^ 2) by ring] at h
  refine Tendsto.congr' ?_ h
  filter_upwards [eventually_massFunction_eq (a := 5 / 2) (by norm_num) (by norm_num),
    self_mem_nhdsWithin] with x hx hne
  have hd : 5 - 2 * x ≠ 0 := fun h => hne (show x = 5 / 2 by linarith)
  have hq : regularPart x / (5 - 2 * x) * (5 - 2 * x) = regularPart x := div_mul_cancel₀ _ hd
  rw [hx]
  linear_combination (1 / 2) * hq
```

## Back to the physical coupling

For $N>0$ the map from $\alpha$ to $x$ is invertible and continuous, so it carries punctured neighbourhoods to punctured neighbourhoods.

```lean
lemma scaledCoupling_mul {N : ℕ} (hN : 0 < N) (α : ℝ) :
    scaledCoupling N α * (3 * π / N) = α := by
  have hN' : (N : ℝ) ≠ 0 := Nat.cast_ne_zero.mpr hN.ne'
  have hπ := pi_ne_zero
  unfold scaledCoupling
  field_simp

lemma tendsto_scaledCoupling {N : ℕ} (hN : 0 < N) (a : ℝ) :
    Tendsto (scaledCoupling N) (𝓝[≠] a) (𝓝[≠] (scaledCoupling N a)) := by
  have hc : Continuous (scaledCoupling N) :=
    (continuous_id.mul continuous_const).div_const _
  refine tendsto_nhdsWithin_iff.mpr ⟨hc.continuousAt.tendsto.mono_left nhdsWithin_le_nhds, ?_⟩
  filter_upwards [self_mem_nhdsWithin] with α hα heq
  have h := scaledCoupling_mul hN α
  rw [show scaledCoupling N α = scaledCoupling N a from heq, scaledCoupling_mul hN a] at h
  exact hα h.symm
```

Composing this map with the limit of $g$ at zero gives the one-loop coefficient.

```lean
/-- For `N > 0` flavours, `γ(α)/α` tends to the one-loop coefficient `3/(2π)` as `α → 0`. -/
theorem one_loop_limit {N : ℕ} (hN : 0 < N) :
    Tendsto (fun α => massAnomalousDimension N α / α) (𝓝[≠] 0) (𝓝 (3 / (2 * π))) := by
  have hN' : (N : ℝ) ≠ 0 := Nat.cast_ne_zero.mpr hN.ne'
  have hs := tendsto_scaledCoupling hN 0
  rw [show scaledCoupling N 0 = 0 by simp [scaledCoupling]] at hs
  have hg := tendsto_massFunction (a := 0) (by norm_num) (by norm_num)
  rw [← massFunction_eq (by norm_num) (by norm_num) (by norm_num) (by norm_num),
    massFunction_zero] at hg
  have h := (hg.comp hs).const_mul (1 / (6 * π))
  rw [show 1 / (6 * π) * 9 = 3 / (2 * π) by ring] at h
  refine Tendsto.congr' ?_ h
  filter_upwards [self_mem_nhdsWithin] with α hα
  have e : scaledCoupling N α / (2 * N) = α / (6 * π) := by
    calc _ = ((N : ℝ) * (N : ℝ)⁻¹) * (α / (6 * π)) := by unfold scaledCoupling; ring
      _ = _ := by rw [mul_inv_cancel₀ hN', one_mul]
  rw [eq_div_iff hα]
  simp only [Function.comp_apply, massAnomalousDimension]
  linear_combination (-massFunction (scaledCoupling N α)) * e
```

The first half of `first_pole` says that for every $a\ge0$ with $aN/\pi<15/2$ some real $L$ is the limit of $\gamma$ at $a$. The second half is the residue in $\alpha$; its proof multiplies the limits of $x$ and $(x-5/2)g(x)$ by $3\pi/(2N^2)$. Both hold for every positive $N$, although at fixed $x$ the formula is the leading term of an expansion meant for large $N$.

```lean
/-- For `N > 0` flavours, the order-`1/N` mass anomalous dimension has a finite limit at every
coupling with `0 ≤ α N / π < 15/2`, and at `α N / π = 15/2` it has a simple pole in `α` with
residue `-1/(2π N²)`. -/
theorem first_pole {N : ℕ} (hN : 0 < N) :
    (∀ a : ℝ, 0 ≤ a → a * N / π < 15 / 2 →
      ∃ L : ℝ, Tendsto (massAnomalousDimension N) (𝓝[≠] a) (𝓝 L)) ∧
    Tendsto (fun α => (α - 15 * π / (2 * N)) * massAnomalousDimension N α)
      (𝓝[≠] (15 * π / (2 * N))) (𝓝 (-1 / (2 * π * N ^ 2))) := by
  have hN' : (0 : ℝ) < N := Nat.cast_pos.mpr hN
  constructor
  · intro a h0 h1
    have hs := tendsto_scaledCoupling hN a
    have e : scaledCoupling N a = a * N / π / 3 := by unfold scaledCoupling; ring
    have hp : 0 ≤ a * N / π := by positivity
    have hg := tendsto_massFunction (a := scaledCoupling N a) (by linarith) (by linarith)
    exact ⟨_, ((hs.mono_right nhdsWithin_le_nhds).mul (hg.comp hs)).div_const (2 * (N : ℝ))⟩
  · have hk : 3 * π / (N : ℝ) ≠ 0 := by positivity
    have hv : scaledCoupling N (15 * π / (2 * N)) = 5 / 2 := by
      apply mul_right_cancel₀ hk
      rw [scaledCoupling_mul hN]
      ring
    have hs := tendsto_scaledCoupling hN (15 * π / (2 * N))
    rw [hv] at hs
    -- transport the residue from the variable x to the coupling
    have h := ((hs.mono_right nhdsWithin_le_nhds).mul
      (massFunction_residue.comp hs)).const_mul (3 * π / (2 * (N : ℝ) ^ 2))
    have e : 3 * π / (2 * (N : ℝ) ^ 2) * (5 / 2 * (-2 / (15 * π ^ 2)))
        = -1 / (2 * π * N ^ 2) := by
      calc _ = (π * π⁻¹) * (-1 / (2 * π * N ^ 2)) := by ring
        _ = _ := by rw [mul_inv_cancel₀ pi_ne_zero, one_mul]
    rw [e] at h
    refine h.congr fun α => ?_
    have hα : α - 15 * π / (2 * N) = 3 * π / N * (scaledCoupling N α - 5 / 2) := by
      linear_combination -(scaledCoupling_mul hN α)
    rw [hα]
    simp only [Function.comp_apply, massAnomalousDimension]
    ring

end

end LargeNMassAnomalousDimension
```

```lean
#print axioms LargeNMassAnomalousDimension.massFunction_regular
#print axioms LargeNMassAnomalousDimension.massFunction_neg_iff
#print axioms LargeNMassAnomalousDimension.one_loop_limit
#print axioms LargeNMassAnomalousDimension.first_pole
```

```
'LargeNMassAnomalousDimension.massFunction_regular' depends on axioms: [propext, Classical.choice, Quot.sound]
'LargeNMassAnomalousDimension.massFunction_neg_iff' depends on axioms: [propext, Classical.choice, Quot.sound]
'LargeNMassAnomalousDimension.one_loop_limit' depends on axioms: [propext, Classical.choice, Quot.sound]
'LargeNMassAnomalousDimension.first_pole' depends on axioms: [propext, Classical.choice, Quot.sound]
```
